# The ideal melting lens: when binary ideal solid and liquid solutions coexist, and at which compositions

## Definitions and conventions

Components A and B mix in a solid and in a liquid, and both phases are ideal solutions. All quantities are real numbers.

```lean
import Mathlib

namespace IdealLens

noncomputable section
```

Write τ for the thermal energy kT, with k the Boltzmann constant and T the temperature. A component with mole fraction c has chemical potential g + τ log c, where g is its value for the pure component in the same phase. Ideality means that mixing contributes only the entropy term τ log c; the enthalpy of mixing is zero.

```lean
/-- Chemical potential of a component with mole fraction `c` in an ideal solution, where `g` is
its value for the pure component and `τ` is the thermal energy `kT`. -/
def chemPot (τ g c : ℝ) : ℝ := g + τ * Real.log c
```

The compositions xs (solid) and xl (liquid) are mole fractions of B, so A has fractions 1 − xs and 1 − xl. Energies are measured from the pure solids. Hence g = 0 in the solid, and gA and gB are the free energies of melting per particle of pure A and pure B. Coexistence is defined by equal chemical potentials of each component in the two phases; minimisation of the total free energy is not treated. The strict bounds in `Coexist` require both components to be present in both phases.

```lean
/-- A solid and a liquid ideal solution with fractions `xs` and `xl` of B coexist: both components
are present in both phases and each has equal chemical potentials there. The energies `gA`, `gB`
of the pure liquids are measured from the pure solids. -/
def Coexist (τ gA gB xs xl : ℝ) : Prop :=
  (0 < xs ∧ xs < 1) ∧ (0 < xl ∧ xl < 1) ∧
    chemPot τ 0 (1 - xs) = chemPot τ gA (1 - xl) ∧ chemPot τ 0 xs = chemPot τ gB xl
```

Each component has a partition ratio exp(g/τ), which is written k in (c) and is not the Boltzmann constant. Below, kA and kB stand for `ratio τ gA` and `ratio τ gB`.

```lean
/-- The partition ratio `exp (g / kT)` of a component with melting free energy `g`. -/
def ratio (τ g : ℝ) : ℝ := Real.exp (g / τ)
```

Two expressions in these ratios receive names. Nothing in their definitions makes them compositions of coexisting phases.

```lean
/-- The expression `(kA - 1) / (kA - kB)`, where `kA` and `kB` are the partition ratios of A and B.
-/
def liquidus (τ gA gB : ℝ) : ℝ := (ratio τ gA - 1) / (ratio τ gA - ratio τ gB)

/-- The partition ratio of B times the expression `liquidus`. -/
def solidus (τ gA gB : ℝ) : ℝ := ratio τ gB * liquidus τ gA gB
```

The last definition gives the melting free energy a temperature dependence. A constant latent heat L, also per particle, stands for a solid and a liquid with equal heat capacities, so that the enthalpy and entropy of melting, L and L/Tm, do not vary with temperature.

```lean
/-- Free energy of melting at temperature `T` of a pure substance with constant latent heat `L`
and melting point `Tm`. -/
def meltEnergy (L Tm T : ℝ) : ℝ := L * (1 - T / Tm)
```

## (a) One component in two phases

A component has fraction c > 0 in the solid and d > 0 in the liquid, and melting free energy g. Show that its chemical potentials are equal exactly when

c = exp(g/τ) d.

**Solution.** Equality reads τ log c = g + τ log d. Division by τ > 0 gives log c = g/τ + log d, and exponentiation gives the target. Conversely, the logarithm of the target, multiplied by τ, is the equality of chemical potentials.

In the proof, `hlog` is the divided equation and the `calc` block exponentiates it. The second half uses `Real.log_mul` for the way back.

```lean
/-- A component has equal chemical potentials in solid and liquid exactly when its mole fractions
there are related by the partition ratio. -/
theorem chemPot_eq_iff {τ g c d : ℝ} (hτ : 0 < τ) (hc : 0 < c) (hd : 0 < d) :
    chemPot τ 0 c = chemPot τ g d ↔ c = ratio τ g * d := by
  have e : τ * (g / τ) = g := by field_simp
  constructor
  · intro h
    unfold chemPot at h
    have hlog : Real.log c = g / τ + Real.log d := by
      apply mul_left_cancel₀ hτ.ne'
      linear_combination h - e
    calc c = Real.exp (Real.log c) := (Real.exp_log hc).symm
      _ = Real.exp (g / τ + Real.log d) := by rw [hlog]
      _ = ratio τ g * d := by rw [Real.exp_add, Real.exp_log hd, ratio]
  · intro h
    rw [h]
    unfold chemPot ratio
    rw [Real.log_mul (Real.exp_pos _).ne' hd.ne', Real.log_exp]
    linear_combination e
```

## (b) Both components together

Show that, for xs and xl strictly between 0 and 1, coexistence is equivalent to

1 − xs = kA (1 − xl) and xs = kB xl.

**Solution.** Apply (a) to A with c = 1 − xs and d = 1 − xl, then to B with c = xs and d = xl. The bounds on the compositions make all four fractions positive, as (a) requires. The Lean proof does the same in each direction.

```lean
/-- Coexistence is equivalent to the two partition equations `1 - xs = kA (1 - xl)` and
`xs = kB xl` for compositions strictly between 0 and 1. -/
theorem coexist_iff_partition {τ gA gB xs xl : ℝ} (hτ : 0 < τ) :
    Coexist τ gA gB xs xl ↔ (0 < xs ∧ xs < 1) ∧ (0 < xl ∧ xl < 1) ∧
      1 - xs = ratio τ gA * (1 - xl) ∧ xs = ratio τ gB * xl := by
  constructor
  · rintro ⟨hs, hl, h1, h2⟩
    exact ⟨hs, hl, (chemPot_eq_iff hτ (sub_pos.2 hs.2) (sub_pos.2 hl.2)).1 h1,
      (chemPot_eq_iff hτ hs.1 hl.1).1 h2⟩
  · rintro ⟨hs, hl, h1, h2⟩
    exact ⟨hs, hl, (chemPot_eq_iff hτ (sub_pos.2 hs.2) (sub_pos.2 hl.2)).2 h1,
      (chemPot_eq_iff hτ hs.1 hl.1).2 h2⟩
```

## (c) The ratio compared with one

Show that

k > 1 ⇔ g > 0, and k < 1 ⇔ g < 0.

**Solution.** Since 1 = exp(0) and the exponential is strictly increasing, comparing k with 1 means comparing g/τ with 0. As τ > 0, this is the sign of g. In Lean, `Real.exp_lt_exp` carries the monotonicity.

```lean
/-- The partition ratio is above one for a positive melting free energy and below one for a
negative one, and only then. -/
theorem ratio_compare_one {τ : ℝ} (hτ : 0 < τ) (g : ℝ) :
    (1 < ratio τ g ↔ 0 < g) ∧ (ratio τ g < 1 ↔ g < 0) := by
  constructor
  · rw [ratio, ← Real.exp_zero, Real.exp_lt_exp, lt_div_iff₀ hτ, zero_mul]
  · rw [ratio, ← Real.exp_zero, Real.exp_lt_exp, div_lt_iff₀ hτ, zero_mul]
```

## (d) A coexisting pair for opposite signs

Let gA gB < 0. Show that the following compositions lie strictly between 0 and 1 and coexist:

xl = (kA − 1)/(kA − kB), xs = kB xl.

**Solution.** By (c), either kA > 1 > kB or kA < 1 < kB, so kA ≠ kB. Moreover

1 − xl = (1 − kB)/(kA − kB).

In the first case the numerators and denominators of xl and 1 − xl are all positive, and in the second all negative. Either way 0 < xl < 1. Multiplying out the definition of xl gives xl (kA − kB) = kA − 1, which rearranges to

1 − kB xl = kA (1 − xl).

This is the equation for A in (b), and the one for B holds by the choice of xs. Finally, xs = kB xl > 0 and 1 − xs = kA (1 − xl) > 0.

The Lean proof replaces the exponentials by letters `a` and `b` with `generalize`, since only their signs relative to 0 and 1 matter. It obtains the bounds on `x` by contradiction from the multiplied-out equation `e`, without fractions.

```lean
/-- If the melting free energies have opposite signs, the solidus and liquidus compositions
coexist. -/
theorem coexist_solidus_liquidus {τ gA gB : ℝ} (hτ : 0 < τ) (h : gA * gB < 0) :
    Coexist τ gA gB (solidus τ gA gB) (liquidus τ gA gB) := by
  have hA := ratio_compare_one hτ gA
  have hB := ratio_compare_one hτ gB
  have pA : 0 < ratio τ gA := Real.exp_pos _
  have pB : 0 < ratio τ gB := Real.exp_pos _
  rw [mul_neg_iff, ← hA.1, ← hA.2, ← hB.1, ← hB.2] at h
  have hne : ratio τ gA - ratio τ gB ≠ 0 := by
    rcases h with ⟨h1, h2⟩ | ⟨h1, h2⟩
    · exact ne_of_gt (by linarith)
    · exact ne_of_lt (by linarith)
  have e : liquidus τ gA gB * (ratio τ gA - ratio τ gB) = ratio τ gA - 1 :=
    div_mul_cancel₀ _ hne
  rw [coexist_iff_partition hτ]
  unfold solidus
  generalize liquidus τ gA gB = x at e ⊢
  generalize ratio τ gA = a at *
  generalize ratio τ gB = b at *
  -- the liquidus composition lies strictly between the pure components
  have hx : 0 < x ∧ x < 1 := by
    rcases h with ⟨h1, h2⟩ | ⟨h1, h2⟩
    · constructor
      · by_contra hn
        nlinarith [mul_nonneg (sub_nonneg.2 (not_lt.1 hn)) (by linarith : 0 ≤ a - b)]
      · by_contra hn
        nlinarith [mul_nonneg (sub_nonneg.2 (not_lt.1 hn)) (by linarith : 0 ≤ a - b)]
    · constructor
      · by_contra hn
        nlinarith [mul_nonneg (sub_nonneg.2 (not_lt.1 hn)) (by linarith : 0 ≤ b - a)]
      · by_contra hn
        nlinarith [mul_nonneg (sub_nonneg.2 (not_lt.1 hn)) (by linarith : 0 ≤ b - a)]
  have h1 : 1 - b * x = a * (1 - x) := by linear_combination e
  have h2 : 0 < a * (1 - x) := mul_pos pA (sub_pos.2 hx.2)
  exact ⟨⟨mul_pos pB hx.1, by linarith⟩, hx, h1, rfl⟩
```

## (e) Existence and uniqueness

Let gA and gB be not both zero. Show that

some pair (xs, xl) coexists ⇔ gA gB < 0,

and that any coexisting pair is the one in (d).

**Solution.** Add the two equations of (b):

1 = kA (1 − xl) + kB xl.

Subtracting 1 = (1 − xl) + xl leaves

(kA − 1)(1 − xl) + (kB − 1) xl = 0.

Both weights, 1 − xl and xl, are positive. So kA − 1 and kB − 1 are either both zero or of opposite signs. By (c) the same holds for gA and gB, and the hypothesis excludes the first case. The converse is (d).

For uniqueness, the opposite signs give kA ≠ kB. The sum of the two equations, solved for xl, gives xl = (kA − 1)/(kA − kB), and then xs = kB xl.

In the Lean proof, `sign` states that coexistence forces gA gB < 0 and is proved by a case split on the sign of `gA`, and `hx` is the solution for xl.

```lean
/-- **Ideal lens.** If the melting free energies are not both zero, solid and liquid can coexist
exactly when these energies have opposite signs, and any coexisting compositions are the solidus
and liquidus ones. -/
theorem ideal_lens {τ gA gB : ℝ} (hτ : 0 < τ) (hg : ¬(gA = 0 ∧ gB = 0)) :
    ((∃ xs xl, Coexist τ gA gB xs xl) ↔ gA * gB < 0) ∧
      ∀ xs xl, Coexist τ gA gB xs xl → xs = solidus τ gA gB ∧ xl = liquidus τ gA gB := by
  have hA := ratio_compare_one hτ gA
  have hB := ratio_compare_one hτ gB
  have sign : ∀ xs xl, Coexist τ gA gB xs xl → gA * gB < 0 := by
    intro xs xl h
    obtain ⟨-, hl, h1, h2⟩ := (coexist_iff_partition hτ).1 h
    -- the mole fractions of the solid add up to one
    have key : (ratio τ gA - 1) * (1 - xl) + (ratio τ gB - 1) * xl = 0 := by
      linear_combination -h1 - h2
    have hl' : 0 < 1 - xl := sub_pos.2 hl.2
    rcases lt_trichotomy gA 0 with ha | ha | ha
    · have hk := mul_pos (sub_pos.2 (hA.2.2 ha)) hl'
      refine mul_neg_of_neg_of_pos ha (hB.1.1 ?_)
      by_contra hn
      nlinarith [mul_nonneg (sub_nonneg.2 (not_lt.1 hn)) hl.1.le]
    · have hk : ratio τ gA = 1 := by simp [ratio, ha]
      rw [hk] at key
      exfalso
      rcases lt_trichotomy gB 0 with hb | hb | hb
      · nlinarith [mul_pos (sub_pos.2 (hB.2.2 hb)) hl.1]
      · exact hg ⟨ha, hb⟩
      · nlinarith [mul_pos (sub_pos.2 (hB.1.2 hb)) hl.1]
    · have hk := mul_pos (sub_pos.2 (hA.1.2 ha)) hl'
      refine mul_neg_of_pos_of_neg ha (hB.2.1 ?_)
      by_contra hn
      nlinarith [mul_nonneg (sub_nonneg.2 (not_lt.1 hn)) hl.1.le]
  refine ⟨⟨fun ⟨xs, xl, h⟩ => sign xs xl h,
    fun h => ⟨_, _, coexist_solidus_liquidus hτ h⟩⟩, fun xs xl h => ?_⟩
  have hs := sign xs xl h
  obtain ⟨-, -, h1, h2⟩ := (coexist_iff_partition hτ).1 h
  have hne : ratio τ gA - ratio τ gB ≠ 0 := by
    rw [mul_neg_iff, ← hA.1, ← hA.2, ← hB.1, ← hB.2] at hs
    rcases hs with ⟨h3, h4⟩ | ⟨h3, h4⟩
    · exact ne_of_gt (by linarith)
    · exact ne_of_lt (by linarith)
  -- the two linear partition equations fix the liquid composition
  have hx : xl = liquidus τ gA gB := by
    rw [liquidus, eq_div_iff hne]
    linear_combination h1 + h2
  exact ⟨by rw [solidus, ← hx]; exact h2, hx⟩
```

The proof turns on `linear_combination`. For `key`, the expression `-h1 - h2` tells Lean which multiples of the two partition equations to add. The tactic subtracts that combination from the goal and leaves an identity of polynomials, which `ring1` checks. The unknown xs cancels in the sum, and the same sum, now as `h1 + h2`, fixes xl in `hx`.

Dividing by kA − kB at the start is not justified by the hypothesis that gA and gB are not both zero, because gA = gB ≠ 0 satisfies it and gives kA = kB. The proof given here settles the signs first; they show that no pair coexists in that case.

## (f) Both melting free energies zero

Let gA = gB = 0 and 0 < xl < 1. Show that coexistence is equivalent to

xs = xl.

**Solution.** Now kA = kB = 1, and the equations of (b) become 1 − xs = 1 − xl and xs = xl, which say the same thing. Every composition strictly between 0 and 1 coexists with itself, so uniqueness fails without the hypothesis in (e).

```lean
/-- If both melting free energies vanish, the coexisting pairs are exactly those of equal
composition, at any composition strictly between 0 and 1. -/
theorem coexist_zero_iff {τ xs xl : ℝ} (hτ : 0 < τ) :
    Coexist τ 0 0 xs xl ↔ (0 < xl ∧ xl < 1) ∧ xs = xl := by
  have r : ratio τ 0 = 1 := by simp [ratio]
  rw [coexist_iff_partition hτ, r]
  constructor
  · rintro ⟨-, hl, -, h⟩
    exact ⟨hl, by linarith⟩
  · rintro ⟨hl, rfl⟩
    exact ⟨hl, hl, by ring, by ring⟩
```

## (g) Which phase is richer in B

For a coexisting pair, show that

xl < xs ⇔ gB > 0.

**Solution.** From xs = kB xl,

xs − xl = (kB − 1) xl.

Since xl > 0, the difference has the sign of kB − 1, which by (c) is the sign of gB. The two `nlinarith` calls supply this product argument.

```lean
/-- Of two coexisting phases, the solid is the richer one in B exactly when the melting free
energy of B is positive. -/
theorem solid_richer_iff {τ gA gB xs xl : ℝ} (hτ : 0 < τ) (h : Coexist τ gA gB xs xl) :
    xl < xs ↔ 0 < gB := by
  obtain ⟨-, hl, -, h2⟩ := (coexist_iff_partition hτ).1 h
  rw [← (ratio_compare_one hτ gB).1]
  constructor
  · intro hx
    by_contra hn
    nlinarith [mul_nonneg (sub_nonneg.2 (not_lt.1 hn)) hl.1.le]
  · intro hk
    nlinarith [mul_pos (sub_pos.2 hk) hl.1]
```

## (h) Melting free energy and temperature

Let L > 0 and Tm > 0. Show that the melting free energy L(1 − T/Tm) satisfies

L(1 − T/Tm) > 0 ⇔ T < Tm, and L(1 − T/Tm) < 0 ⇔ T > Tm.

**Solution.** Write it as (L/Tm)(Tm − T). The first factor is positive, so the second decides the sign. This factorisation is `e` in the proof.

```lean
/-- The melting free energy is positive exactly below the melting point and negative exactly
above it. -/
theorem meltEnergy_sign {L Tm : ℝ} (hL : 0 < L) (hm : 0 < Tm) (T : ℝ) :
    (0 < meltEnergy L Tm T ↔ T < Tm) ∧ (meltEnergy L Tm T < 0 ↔ Tm < T) := by
  have hc : 0 < L / Tm := div_pos hL hm
  have e : meltEnergy L Tm T = L / Tm * (Tm - T) := by
    unfold meltEnergy
    field_simp
  rw [e]
  refine ⟨⟨fun h => ?_, fun h => mul_pos hc (sub_pos.2 h)⟩,
    ⟨fun h => ?_, fun h => mul_neg_of_pos_of_neg hc (sub_neg.2 h)⟩⟩
  · by_contra hn
    nlinarith [mul_nonneg hc.le (sub_nonneg.2 (not_lt.1 hn))]
  · by_contra hn
    nlinarith [mul_nonneg hc.le (sub_nonneg.2 (not_lt.1 hn))]
```

## (i) The temperature window

Let A and B have constant positive latent heats and melting points 0 < TA < TB. Let T > 0 and τ = kT, where k > 0 is again the Boltzmann constant and not a partition ratio. Show that solid and liquid solutions can coexist at temperature T exactly when

TA < T < TB.

**Solution.** By (h), gA and gB vanish together only if T = TA = TB, which is impossible. So (e) applies, and coexistence means gA gB < 0. One way to get opposite signs is T < TA with T > TB, which contradicts TA < TB. The other is TA < T < TB. The Lean proof follows these steps: `hg` excludes the double zero, and `mul_neg_iff` splits the product into the two cases.

Inside the window gB > 0, so by (g) the solid is richer in B, the component with the higher melting point. At T = TA pure solid A and pure liquid A are in equilibrium, but the definition of coexistence excludes pure phases, so the window is open.

A phase-diagram code run with no excess free energy in either phase should reproduce this window and the compositions in (d), provided that it uses the same melting free energies.

```lean
/-- For constant latent heats and melting points `TA < TB`, solid and liquid solutions can coexist
at temperature `T` exactly when `T` lies strictly between the two melting points. -/
theorem lens_temperature_window {k T LA LB TA TB : ℝ} (hk : 0 < k) (hT : 0 < T)
    (hLA : 0 < LA) (hLB : 0 < LB) (hTA : 0 < TA) (hAB : TA < TB) :
    (∃ xs xl, Coexist (k * T) (meltEnergy LA TA T) (meltEnergy LB TB T) xs xl) ↔
      TA < T ∧ T < TB := by
  have sA := meltEnergy_sign hLA hTA T
  have sB := meltEnergy_sign hLB (hTA.trans hAB) T
  -- the two substances cannot both be at their melting points
  have hg : ¬(meltEnergy LA TA T = 0 ∧ meltEnergy LB TB T = 0) := by
    rintro ⟨h1, h2⟩
    have a : ¬ TA < T := fun h => by
      have := sA.2.2 h
      linarith
    have b : ¬ T < TB := fun h => by
      have := sB.1.2 h
      linarith
    linarith [not_lt.1 a, not_lt.1 b]
  rw [(ideal_lens (mul_pos hk hT) hg).1, mul_neg_iff, sA.1, sA.2, sB.1, sB.2]
  constructor
  · rintro (⟨h1, h2⟩ | h)
    · exfalso
      linarith
    · exact h
  · exact Or.inr

end

end IdealLens
```

```lean
#print axioms IdealLens.ideal_lens
#print axioms IdealLens.coexist_zero_iff
#print axioms IdealLens.solid_richer_iff
#print axioms IdealLens.lens_temperature_window
```

```
'IdealLens.ideal_lens' depends on axioms: [propext, Classical.choice, Quot.sound]
'IdealLens.coexist_zero_iff' depends on axioms: [propext, Classical.choice, Quot.sound]
'IdealLens.solid_richer_iff' depends on axioms: [propext, Classical.choice, Quot.sound]
'IdealLens.lens_temperature_window' depends on axioms: [propext, Classical.choice, Quot.sound]
```
